# Springs decaying as $a^{-p}$ with $p>1$: the harmonic chain has a finite sound speed exactly when $p>3$

The chain is infinite from the outset: all spring lengths are summed first, and only then does the wavenumber $q$ tend to $0$. Atoms of mass $m$ sit at unit spacing, and atoms a distance $a=n+1$ apart, $n=0,1,2,\dots$, are joined by a spring of stiffness $Ka^{-p}$. Here $K>0$ is the nearest-neighbour stiffness and $p>1$. Define

$$S(q)=\sum_{a\ge1}a^{-p}(1-\cos aq).$$

The claim is that $S(q)/q^2\to\tfrac12\sum_{a\ge1} a^{2-p}$ for $p>3$, and $S(q)/q^2\to\infty$ for $1<p\le3$.

## From Newton's equation to the sound speed

Let atom $j$ have displacement $u_j=\cos\theta$, with $\theta=qj-\omega t$. The two springs of length $a$ exert on it the force

$$Ka^{-p}\bigl[\cos(\theta+aq)+\cos(\theta-aq)-2\cos\theta\bigr]=-2Ka^{-p}(1-\cos aq)\,u_j.$$

Since $0\le a^{-p}(1-\cos aq)\le 2a^{-p}$, the sum over $a$ converges, to $-2KS(q)u_j$. The acceleration is $-\omega^2u_j$, so $\omega^2=2KS(q)/m$.

By the half-angle formula, for $q\ne0$,

$$\frac{a^{-p}(1-\cos aq)}{q^2}=\frac{a^{2-p}}2\left(\frac{\sin(aq/2)}{aq/2}\right)^2 .$$

Each term tends to $a^{2-p}/2$ and never exceeds it. These bounds are summable exactly when $2-p<-1$, that is, $p>3$; dominated convergence then gives the first limit.

If $1<p\le3$, choose for any $M$ an $N$ with $\sum_{a=1}^N a^{2-p}/2>M$. For small $q\ne0$ the first $N$ terms of $S(q)/q^2$ already exceed $M$, and the rest are nonnegative. Hence the ratio diverges.

Because $\omega/|q|=\sqrt{(2K/m)\,S(q)/q^2}$, the phase velocity tends to $\sqrt{(K/m)\sum_{a\ge1} a^{2-p}}$ for $p>3$ and to infinity otherwise. In a simulation of this one-dimensional harmonic model, a fixed interaction cutoff leaves finitely many terms, and so hides the divergence.

For $p=2$, put $x=q/2\pi\in[0,1]$. Two integrations by parts give the Fourier series $x^2-x+\tfrac16=\pi^{-2}\sum_{a\ge1} a^{-2}\cos2\pi ax$. Subtracting its value at $x=0$ from its value at $x$ and multiplying by $-\pi^2$ yields

$$S(q)=\pi^2(x-x^2)=\frac{\pi q}2-\frac{q^2}4,\qquad 0\le q\le2\pi.$$

## The chain in Lean

```lean
import Mathlib

open Filter Topology

namespace PowerLawChain

noncomputable section
```

The natural number `n` labels the spring of length `n + 1`, which excludes length zero.

```lean
/-- Contribution to the lattice sum of the springs joining atoms `n + 1` sites apart, with stiffness
proportional to the power `-p` of the distance. -/
def springTerm (p q : ℝ) (n : ℕ) : ℝ :=
  ((n : ℝ) + 1) ^ (-p) * (1 - Real.cos (((n : ℝ) + 1) * q))
```

The symbol `∑'` denotes the infinite sum.

```lean
/-- The lattice sum `S(q)` over all spring lengths, for decay exponents `p > 1`. -/
def latticeSum (p q : ℝ) : ℝ := ∑' n, springTerm p q n
```

The frequency is defined by the dispersion relation; `wave_newton` below justifies it.

```lean
/-- Phonon frequency at wavenumber `q` for atoms of mass `m > 0`, nearest-neighbour
stiffness `K ≥ 0` and decay exponent `p > 1`. -/
def frequency (K m p q : ℝ) : ℝ := √(2 * K / m * latticeSum p q)

/-- Displacement of atom `j` at time `t` in a travelling wave of unit amplitude. -/
def wave (q w : ℝ) (j : ℤ) (t : ℝ) : ℝ := Real.cos (q * j - w * t)
```

The model is classical and harmonic, with one displacement per atom and no negative stiffnesses.

## Convergence and the equation of motion

The first lemma supplies the threshold used twice: at exponent $-p$ for convergence of $S$, and at $2-p$ for the sound speed.

```lean
/-- A power of the distance is summable along the chain exactly when its exponent
is below `-1`. -/
theorem summable_distance (s : ℝ) :
    Summable (fun n : ℕ => ((n : ℝ) + 1) ^ s) ↔ s < -1 := by
  have h := (summable_nat_add_iff (f := fun n : ℕ => (n : ℝ) ^ s) 1).trans
    Real.summable_nat_rpow
  simpa only [Nat.cast_add, Nat.cast_one] using h

/-- Every spring length contributes a nonnegative amount to the lattice sum. -/
theorem springTerm_nonneg (p q : ℝ) (n : ℕ) : 0 ≤ springTerm p q n :=
  mul_nonneg (by positivity) (sub_nonneg.2 (Real.cos_le_one _))
```

Comparison with $2a^{-p}$ proves convergence.

```lean
/-- The lattice sum converges at every wavenumber when `p > 1`. -/
theorem summable_springTerm {p : ℝ} (hp : 1 < p) (q : ℝ) : Summable (springTerm p q) := by
  refine Summable.of_nonneg_of_le (springTerm_nonneg p q) (fun n => ?_)
    (((summable_distance (-p)).2 (by linarith)).mul_right 2)
  exact mul_le_mul_of_nonneg_left
    (by linarith [Real.neg_one_le_cos (((n : ℝ) + 1) * q)]) (by positivity)
```

The hypothesis `1 < p` matters: at $p=1$, $q=\pi$ the terms are $2/a$ for odd $a$ and zero for even $a$, so the series diverges.

In the next theorem, `HasSum` says that the sum of the spring forces converges to mass times acceleration. The proof obtains $m\omega^2=2KS$ as `hw`, differentiates twice, and applies the cosine addition formulas.

```lean
/-- The travelling wave with the phonon frequency obeys Newton's equation: the spring forces
on atom `j` sum to its mass times its acceleration. -/
theorem wave_newton {K m p : ℝ} (hK : 0 ≤ K) (hm : 0 < m) (hp : 1 < p)
    (q t : ℝ) (j : ℤ) :
    HasSum (fun n : ℕ => K * ((n : ℝ) + 1) ^ (-p) *
        (wave q (frequency K m p q) (j + (n + 1)) t
          + wave q (frequency K m p q) (j - (n + 1)) t
          - 2 * wave q (frequency K m p q) j t))
      (m * deriv (deriv (wave q (frequency K m p q) j)) t) := by
  have hS0 : 0 ≤ latticeSum p q := tsum_nonneg (springTerm_nonneg p q)
  have hw : m * frequency K m p q ^ 2 = 2 * K * latticeSum p q := by
    rw [frequency, Real.sq_sqrt (by positivity)]
    field_simp
  generalize frequency K m p q = w at hw ⊢
  -- the acceleration of the wave
  have hin : ∀ s : ℝ, HasDerivAt (fun s : ℝ => q * j - w * s) (-w) s := fun s => by
    simpa using ((hasDerivAt_id s).const_mul w).const_sub (q * j)
  have d1 : deriv (wave q w j) = fun s => w * Real.sin (q * j - w * s) := by
    funext s
    have h : HasDerivAt (wave q w j) (w * Real.sin (q * j - w * s)) s :=
      (hin s).cos.congr_deriv (by ring)
    exact h.deriv
  have d2 : HasDerivAt (fun s => w * Real.sin (q * j - w * s))
      (-(w ^ 2) * Real.cos (q * j - w * t)) t :=
    ((hin t).sin.const_mul w).congr_deriv (by ring)
  rw [d1, d2.deriv]
  -- the force is proportional to the displacement
  have hS : HasSum (springTerm p q) (latticeSum p q) := (summable_springTerm hp q).hasSum
  have hv : m * (-(w ^ 2) * Real.cos (q * j - w * t))
      = -2 * K * Real.cos (q * j - w * t) * latticeSum p q := by
    linear_combination (-Real.cos (q * j - w * t)) * hw
  rw [hv]
  refine HasSum.congr_fun (hS.mul_left (-2 * K * Real.cos (q * j - w * t))) fun n => ?_
  simp only [wave, springTerm]
  push_cast
  rw [show q * ((j : ℝ) + ((n : ℝ) + 1)) - w * t
      = (q * j - w * t) + ((n : ℝ) + 1) * q by ring,
    show q * ((j : ℝ) - ((n : ℝ) + 1)) - w * t
      = (q * j - w * t) - ((n : ℝ) + 1) * q by ring,
    Real.cos_add (q * j - w * t) (((n : ℝ) + 1) * q),
    Real.cos_sub (q * j - w * t) (((n : ℝ) + 1) * q)]
  ring
```

## The two long-wavelength regimes

```lean
lemma rpow_two_sub {a : ℝ} (ha : 0 < a) (p : ℝ) : a ^ (2 - p) = a ^ (-p) * a ^ 2 := by
  rw [show 2 - p = -p + 2 by ring, Real.rpow_add ha, Real.rpow_two]
```

The filter `𝓝[≠] 0` lets $q$ approach zero from both sides without reaching it. `Real.sinc` is continuous with value 1 at zero, which gives the limit of one term.

```lean
/-- At long wavelength a spring of length `a` contributes `a ^ (2 - p) / 2` to `S(q) / q ^ 2`. -/
theorem bond_tendsto {a : ℝ} (ha : 0 < a) (p : ℝ) :
    Tendsto (fun q : ℝ => a ^ (-p) * (1 - Real.cos (a * q)) / q ^ 2) (𝓝[≠] 0)
      (𝓝 (a ^ (2 - p) / 2)) := by
  have hc : Continuous (fun q : ℝ => a ^ (-p) * (a ^ 2 / 2 * Real.sinc (a * q / 2) ^ 2)) :=
    continuous_const.mul (continuous_const.mul
      ((Real.continuous_sinc.comp (by fun_prop : Continuous fun q : ℝ => a * q / 2)).pow 2))
  have hv : a ^ (-p) * (a ^ 2 / 2 * Real.sinc (a * 0 / 2) ^ 2) = a ^ (2 - p) / 2 := by
    rw [rpow_two_sub ha, mul_zero, zero_div, Real.sinc_zero]
    ring
  rw [← hv]
  refine Tendsto.congr' ?_ ((hc.tendsto 0).mono_left nhdsWithin_le_nhds)
  filter_upwards [self_mem_nhdsWithin] with q hq
  have hq0 : q ≠ 0 := hq
  have hy : a * q / 2 ≠ 0 := div_ne_zero (mul_ne_zero ha.ne' hq0) two_ne_zero
  have hs : Real.sin (a * q / 2) = Real.sinc (a * q / 2) * (a * q / 2) := by
    rw [Real.sinc_of_ne_zero hy, div_mul_cancel₀ _ hy]
  -- half-angle formula
  have hcos : 1 - Real.cos (a * q) = 2 * Real.sin (a * q / 2) ^ 2 := by
    have h := Real.cos_two_mul (a * q / 2)
    rw [show 2 * (a * q / 2) = a * q by ring] at h
    linarith [Real.sin_sq_add_cos_sq (a * q / 2)]
  rw [hcos, hs, eq_div_iff (pow_ne_zero 2 hq0)]
  ring
```

For $p>3$, the inequality $1-x^2/2\le\cos x$ supplies the dominating bound.

```lean
/-- For `p > 3` the ratio `S(q) / q ^ 2` tends to half the sum of `n ^ (2 - p)` over `n ≥ 1`. -/
theorem latticeSum_tendsto {p : ℝ} (hp : 3 < p) :
    Tendsto (fun q => latticeSum p q / q ^ 2) (𝓝[≠] 0)
      (𝓝 (1 / 2 * ∑' n : ℕ, ((n : ℝ) + 1) ^ (2 - p))) := by
  have hv : 1 / 2 * ∑' n : ℕ, ((n : ℝ) + 1) ^ (2 - p)
      = ∑' n : ℕ, ((n : ℝ) + 1) ^ (2 - p) / 2 := by
    rw [tsum_div_const]
    ring
  simp only [latticeSum, ← tsum_div_const]
  rw [hv]
  refine tendsto_tsum_of_dominated_convergence
    (((summable_distance (2 - p)).2 (by linarith)).div_const 2)
    (fun n => bond_tendsto (by positivity) p) ?_
  -- each term is dominated by its own long-wavelength limit
  filter_upwards [self_mem_nhdsWithin] with q hq n
  have hq0 : q ≠ 0 := hq
  have ha : (0 : ℝ) < (n : ℝ) + 1 := by positivity
  have h : 1 - (((n : ℝ) + 1) * q) ^ 2 / 2 ≤ Real.cos (((n : ℝ) + 1) * q) :=
    Real.one_sub_sq_div_two_le_cos
  rw [Real.norm_of_nonneg (div_nonneg (springTerm_nonneg p q n) (sq_nonneg q)),
    div_le_iff₀ (by positivity), rpow_two_sub ha]
  calc springTerm p q n
      ≤ ((n : ℝ) + 1) ^ (-p) * ((((n : ℝ) + 1) * q) ^ 2 / 2) :=
        mul_le_mul_of_nonneg_left (by linarith) (by positivity)
    _ = _ := by ring
```

For $p\le3$, `hdiv` states that the partial sums of the limits are unbounded, `hN` selects $N$, and `sum_le_tsum` compares the finite sum with the full one.

```lean
/-- For `1 < p ≤ 3` the ratio `S(q) / q ^ 2` grows without bound at long wavelength. -/
theorem latticeSum_diverges {p : ℝ} (hp : 1 < p) (hp3 : p ≤ 3) :
    Tendsto (fun q => latticeSum p q / q ^ 2) (𝓝[≠] 0) atTop := by
  have hns : ¬ Summable (fun n : ℕ => ((n : ℝ) + 1) ^ (2 - p) / 2) := fun h => by
    have h2 : Summable (fun n : ℕ => ((n : ℝ) + 1) ^ (2 - p)) :=
      (h.mul_left 2).congr fun n => by ring
    linarith [(summable_distance (2 - p)).1 h2]
  have hdiv := (not_summable_iff_tendsto_nat_atTop_of_nonneg
    (fun n : ℕ => by positivity)).1 hns
  refine tendsto_atTop.2 fun M => ?_
  -- given `M`, choose `N` so that the first `N` limiting contributions sum to at least `M + 1`
  obtain ⟨N, hN⟩ := (hdiv.eventually_ge_atTop (M + 1)).exists
  have hfin : Tendsto (fun q => ∑ n ∈ Finset.range N, springTerm p q n / q ^ 2) (𝓝[≠] 0)
      (𝓝 (∑ n ∈ Finset.range N, ((n : ℝ) + 1) ^ (2 - p) / 2)) :=
    tendsto_finsetSum _ fun n _ => bond_tendsto (by positivity) p
  have hM : M < ∑ n ∈ Finset.range N, ((n : ℝ) + 1) ^ (2 - p) / 2 :=
    lt_of_lt_of_le (lt_add_one M) hN
  filter_upwards [hfin.eventually (lt_mem_nhds hM)] with q hq
  refine hq.le.trans ?_
  rw [latticeSum, ← tsum_div_const]
  exact ((summable_springTerm hp q).div_const _).sum_le_tsum _
    fun n _ => div_nonneg (springTerm_nonneg p q n) (sq_nonneg q)
```

## Phase velocity

Dividing by $|q|$ moves $q^2$ under the square root.

```lean
lemma frequency_div (K m p q : ℝ) :
    frequency K m p q / |q| = √(2 * K / m * (latticeSum p q / q ^ 2)) := by
  rw [frequency, ← mul_div_assoc, Real.sqrt_div' _ (sq_nonneg q), Real.sqrt_sq_eq_abs]
```

Continuity of the square root transfers the finite limit, which is positive because every term of the sum is.

```lean
/-- For `p > 3` the phase velocity tends at long wavelength to an explicit positive
sound speed. -/
theorem sound_speed {K m p : ℝ} (hK : 0 < K) (hm : 0 < m) (hp : 3 < p) :
    0 < √(K / m * ∑' n : ℕ, ((n : ℝ) + 1) ^ (2 - p)) ∧
    Tendsto (fun q => frequency K m p q / |q|) (𝓝[≠] 0)
      (𝓝 √(K / m * ∑' n : ℕ, ((n : ℝ) + 1) ^ (2 - p))) := by
  constructor
  · have hZ : 0 < ∑' n : ℕ, ((n : ℝ) + 1) ^ (2 - p) :=
      ((summable_distance (2 - p)).2 (by linarith)).tsum_pos
        (fun n => by positivity) 0 (by positivity)
    exact Real.sqrt_pos.2 (mul_pos (div_pos hK hm) hZ)
  · simp only [frequency_div]
    rw [show K / m * ∑' n : ℕ, ((n : ℝ) + 1) ^ (2 - p)
      = 2 * K / m * (1 / 2 * ∑' n : ℕ, ((n : ℝ) + 1) ^ (2 - p)) by ring]
    exact (Real.continuous_sqrt.tendsto _).comp ((latticeSum_tendsto hp).const_mul _)
```

For the converse, divergence to `atTop` rules out any finite limit `c`. The theorem concerns phase velocity, not group velocity.

```lean
/-- Among convergent power-law chains, the phase velocity has a finite long-wavelength limit
exactly when `p > 3`. -/
theorem finite_sound_speed_iff {K m p : ℝ} (hK : 0 < K) (hm : 0 < m) (hp : 1 < p) :
    (∃ c, Tendsto (fun q => frequency K m p q / |q|) (𝓝[≠] 0) (𝓝 c)) ↔ 3 < p := by
  refine ⟨fun ⟨c, hc⟩ => ?_, fun h => ⟨_, (sound_speed hK hm h).2⟩⟩
  by_contra h3
  have hr : 0 < 2 * K / m := by positivity
  have hinf : Tendsto (fun q => frequency K m p q / |q|) (𝓝[≠] 0) atTop := by
    simp only [frequency_div]
    exact Real.tendsto_sqrt_atTop.comp
      ((latticeSum_diverges hp (not_lt.1 h3)).const_mul_atTop hr)
  exact not_tendsto_nhds_of_tendsto_atTop hinf c hc
```

## The inverse-square chain

Mathlib provides the cosine series in terms of the second Bernoulli polynomial, which `hB` evaluates. The proof subtracts that series from $\sum_{a\ge1} a^{-2}$ and shifts the index by one.

```lean
/-- For inverse-square springs the lattice sum is `π q / 2 - q ^ 2 / 4` for wavenumbers
between `0` and `2 π`. -/
theorem latticeSum_inverse_square {q : ℝ} (h0 : 0 ≤ q) (h1 : q ≤ 2 * Real.pi) :
    latticeSum 2 q = Real.pi * q / 2 - q ^ 2 / 4 := by
  have hpi : Real.pi ≠ 0 := Real.pi_ne_zero
  have hx : q / (2 * Real.pi) ∈ Set.Icc (0 : ℝ) 1 :=
    ⟨by positivity, by rw [div_le_one (by positivity)]; exact h1⟩
  have b2 : bernoulli 2 = 1 / 6 := by
    rw [bernoulli_eq_bernoulli'_of_ne_one (by decide), bernoulli'_two]
  have hB : ∀ x : ℝ, ((Polynomial.bernoulli 2).map (algebraMap ℚ ℝ)).eval x
      = x ^ 2 - x + 1 / 6 := fun x => by
    simp [Polynomial.bernoulli, Finset.sum_range_succ, b2, bernoulli_one]
    ring
  -- subtract the cosine series from its value at zero wavenumber
  have hd := hasSum_zeta_two.sub (hasSum_one_div_nat_pow_mul_cos one_ne_zero hx)
  rw [mul_one, hB] at hd
  have hs := (hasSum_nat_add_iff' 1).mpr hd
  have hq : q = 2 * Real.pi * (q / (2 * Real.pi)) := by field_simp
  rw [latticeSum]
  refine ((tsum_congr fun n => ?_).trans hs.tsum_eq).trans ?_
  · have harg : 2 * Real.pi * ((n : ℝ) + 1) * (q / (2 * Real.pi)) = ((n : ℝ) + 1) * q := by
      linear_combination (-((n : ℝ) + 1)) * hq
    have ha : (0 : ℝ) ≤ (n : ℝ) + 1 := by positivity
    push_cast
    rw [harg, springTerm, Real.rpow_neg ha, Real.rpow_two]
    ring
  · have hfac : ((Nat.factorial 2 : ℕ) : ℝ) = 2 := by norm_num [Nat.factorial]
    simp only [Finset.sum_range_one, Nat.cast_zero, hfac, mul_zero, zero_mul,
      Real.cos_zero, mul_one, sub_self, sub_zero]
    generalize q / (2 * Real.pi) = x at hq ⊢
    rw [hq]
    ring

end

end PowerLawChain
```

```lean
#print axioms PowerLawChain.wave_newton
#print axioms PowerLawChain.finite_sound_speed_iff
#print axioms PowerLawChain.latticeSum_inverse_square
```

```
'PowerLawChain.wave_newton' depends on axioms: [propext, Classical.choice, Quot.sound]
'PowerLawChain.finite_sound_speed_iff' depends on axioms: [propext, Classical.choice, Quot.sound]
'PowerLawChain.latticeSum_inverse_square' depends on axioms: [propext, Classical.choice, Quot.sound]
```
